# The largest eigenvalue of a traceless 4×4 matrix gives the best rotational overlap of two fragments

For finitely many paired points x_k, y_k in ℝ³, written as pure imaginary quaternions, the overlap

F(q) = ∑_k ⟨y_k, q x_k q̄⟩

is the quadratic form of a real symmetric traceless matrix N. Its maximum over unit quaternions is the largest eigenvalue μ of N, attained exactly at the unit eigenvectors for μ. The least sum of squared distances is ∑_k (|x_k|² + |y_k|²) − 2μ.

This is one way to carry out the rotational step in superposing two molecular geometries. Here the atom pairing is fixed, all pairs have equal weight, and no translation is optimised.

## A finite list of paired points

The index type `ι` labels the pairs: atom k of one fragment belongs to atom k of the other. `Fintype ι` makes the list finite, so F is a finite sum of continuous functions, and the matrix can be built pair by pair. With infinitely many pairs x_k = y_k of unit length, the overlap at q = 1 would already diverge.

In Lean 4 with Mathlib:

```lean
import Mathlib

open Matrix
open scoped Quaternion

namespace QuaternionAlignment

noncomputable section

variable {ι : Type*} [Fintype ι]
```

## Points without a scalar part

`imag` gives a position zero real part. Write q = α + u, with scalar part α and vector part u. For pure vectors, ab = −a·b + a×b, so

q x = −u·x + (αx + u×x).

Multiplying by q̄ = α − u cancels the scalar part and leaves

q x q̄ = (α² − |u|²)x + 2(u·x)u + 2α u×x.

The inner product with y is

(α² − |u|²) x·y + 2(u·x)(u·y) + 2α u·(x×y).

The matrix of one pair therefore has corner entry x·y, the vector x×y along the rest of its first row and column, and the block x_i y_j + x_j y_i − δ_ij x·y. It is symmetric, with trace x·y + 2x·y − 3x·y = 0.

If scalar parts were allowed, tracelessness would fail: x = y = 1 gives F(q) = |q|², whose matrix is the identity, with trace 4.

In the file, `coords` lists the components of q, `pairMatrix` is the matrix above, `alignMatrix` is its sum N, and `eigenvalues` is the set of real eigenvalues.

```lean
/-- A vector of three-dimensional space as a pure imaginary quaternion. -/
def imag (v : Fin 3 → ℝ) : ℍ[ℝ] := ⟨0, v 0, v 1, v 2⟩

/-- The four real components of a quaternion. -/
def coords (q : ℍ[ℝ]) : Fin 4 → ℝ := ![q.re, q.imI, q.imJ, q.imK]

/-- The overlap of the target points `y k` with the points `x k` transformed by `q`. -/
def overlap (x y : ι → Fin 3 → ℝ) (q : ℍ[ℝ]) : ℝ :=
  ∑ k, inner ℝ (imag (y k)) (q * imag (x k) * star q)

/-- The sum of squared distances between the targets and the transformed points. -/
def misfit (x y : ι → Fin 3 → ℝ) (q : ℍ[ℝ]) : ℝ :=
  ∑ k, ‖imag (y k) - q * imag (x k) * star q‖ ^ 2

/-- The contribution of one pair of points to the alignment matrix. -/
def pairMatrix (a b : Fin 3 → ℝ) : Matrix (Fin 4) (Fin 4) ℝ :=
  !![a 0 * b 0 + a 1 * b 1 + a 2 * b 2, a 1 * b 2 - a 2 * b 1,
      a 2 * b 0 - a 0 * b 2, a 0 * b 1 - a 1 * b 0;
    a 1 * b 2 - a 2 * b 1, a 0 * b 0 - a 1 * b 1 - a 2 * b 2,
      a 0 * b 1 + a 1 * b 0, a 2 * b 0 + a 0 * b 2;
    a 2 * b 0 - a 0 * b 2, a 0 * b 1 + a 1 * b 0,
      -(a 0 * b 0) + a 1 * b 1 - a 2 * b 2, a 1 * b 2 + a 2 * b 1;
    a 0 * b 1 - a 1 * b 0, a 2 * b 0 + a 0 * b 2,
      a 1 * b 2 + a 2 * b 1, -(a 0 * b 0) - a 1 * b 1 + a 2 * b 2]

/-- The alignment matrix of two fragments, summed over all pairs of points. -/
def alignMatrix (x y : ι → Fin 3 → ℝ) : Matrix (Fin 4) (Fin 4) ℝ :=
  ∑ k, pairMatrix (x k) (y k)

/-- The set of real eigenvalues of a real four-by-four matrix. -/
def eigenvalues (N : Matrix (Fin 4) (Fin 4) ℝ) : Set ℝ :=
  {ν | ∃ v : Fin 4 → ℝ, v ≠ 0 ∧ N *ᵥ v = ν • v}
```

The next proof multiplies out one pair, lets `ring` compare the polynomials, and adds pairs by induction. Symmetry and trace are then checked entry by entry.

```lean
/-- The overlap is the quadratic form of the alignment matrix in the components of `q`. -/
theorem overlap_eq_quadratic (x y : ι → Fin 3 → ℝ) (q : ℍ[ℝ]) :
    overlap x y q = coords q ⬝ᵥ alignMatrix x y *ᵥ coords q := by
  classical
  -- one pair of points: multiply out the quaternions
  have pair : ∀ a b : Fin 3 → ℝ, inner ℝ (imag b) (q * imag a * star q)
      = coords q ⬝ᵥ pairMatrix a b *ᵥ coords q := by
    intro a b
    have h0 : ∀ v, (imag v).re = 0 := fun _ => rfl
    have h1 : ∀ v, (imag v).imI = v 0 := fun _ => rfl
    have h2 : ∀ v, (imag v).imJ = v 1 := fun _ => rfl
    have h3 : ∀ v, (imag v).imK = v 2 := fun _ => rfl
    rw [Quaternion.inner_def]
    simp [Quaternion.re_mul, Quaternion.imI_mul, Quaternion.imJ_mul, Quaternion.imK_mul,
      h0, h1, h2, h3, coords, pairMatrix, Matrix.mulVec, dotProduct, Fin.sum_univ_four]
    ring
  unfold overlap alignMatrix
  induction (Finset.univ : Finset ι) using Finset.induction_on with
  | empty => simp
  | insert k s hk ih =>
    rw [Finset.sum_insert hk, Finset.sum_insert hk, Matrix.add_mulVec, dotProduct_add, ih, pair]

/-- The alignment matrix is symmetric and has zero trace. -/
theorem alignMatrix_symm_traceless (x y : ι → Fin 3 → ℝ) :
    (alignMatrix x y).IsSymm ∧ (alignMatrix x y).trace = 0 := by
  constructor
  · show (alignMatrix x y)ᵀ = alignMatrix x y
    rw [alignMatrix, Matrix.transpose_sum]
    refine Finset.sum_congr rfl fun k _ => ?_
    ext i j
    fin_cases i <;> fin_cases j <;> rfl
  · rw [alignMatrix, Matrix.trace_sum]
    refine Finset.sum_eq_zero fun k _ => ?_
    simp [Matrix.trace, pairMatrix, Fin.sum_univ_four]
    ring
```

## Symmetry of the matrix

Symmetry turns a maximiser into an eigenvector. Suppose v·Nv ≤ μ|v|² for all v, with equality at one v. Put w = Nv − μv and C = μ|w|² − w·Nw ≥ 0. Since v·Nw = w·Nv, the bound at v + tw reads

2t|w|² ≤ t²C.

Choose t = |w|²/(C + 1). Then 2t²(C + 1) ≤ t²C, so t = 0 and w = 0. In the proof, `hN` supplies the exchange v·Nw = w·Nv, and `aux` is the final inequality.

Without symmetry this fails. Let N have only the nonzero entries N₀₁ = 1 and N₁₀ = −1. Then v·Nv = 0 for every v, so every v saturates the bound with μ = 0, yet Nv ≠ 0 for v = (1,0,0,0).

```lean
/-- If the quadratic form of a symmetric matrix is bounded by `μ` times the squared length,
a vector that reaches the bound satisfies the eigenvalue equation with `μ`. -/
theorem eigen_of_saturated {N : Matrix (Fin 4) (Fin 4) ℝ} (hN : N.IsSymm) {μ : ℝ}
    (hb : ∀ v, v ⬝ᵥ N *ᵥ v ≤ μ * (v ⬝ᵥ v)) {v : Fin 4 → ℝ}
    (h : v ⬝ᵥ N *ᵥ v = μ * (v ⬝ᵥ v)) : N *ᵥ v = μ • v := by
  have aux : ∀ s C t : ℝ, 0 ≤ C → t * (C + 1) = s → 2 * t * s ≤ t ^ 2 * C → s = 0 := by
    intro s C t hC hs hle
    subst hs
    have h0 : t ^ 2 = 0 :=
      le_antisymm (by nlinarith [mul_nonneg (sq_nonneg t) hC]) (sq_nonneg t)
    have ht : t = 0 := by simpa using h0
    simp [ht]
  -- vary `v` along the residual `w` of the eigenvalue equation
  obtain ⟨w, hw⟩ : ∃ w, w = N *ᵥ v - μ • v := ⟨_, rfl⟩
  have hww : w ⬝ᵥ w = w ⬝ᵥ (N *ᵥ v - μ • v) := by rw [← hw]
  rw [dotProduct_sub, dotProduct_smul, smul_eq_mul] at hww
  have hNv : w ⬝ᵥ N *ᵥ v = w ⬝ᵥ w + μ * (w ⬝ᵥ v) := by linarith
  have hs : v ⬝ᵥ N *ᵥ w = w ⬝ᵥ N *ᵥ v := by
    rw [Matrix.dotProduct_mulVec, ← Matrix.mulVec_transpose, hN.eq, dotProduct_comm]
  have hC : 0 ≤ μ * (w ⬝ᵥ w) - w ⬝ᵥ N *ᵥ w := by linarith [hb w]
  have hzero : w ⬝ᵥ w = 0 := by
    refine aux _ _ (w ⬝ᵥ w / (μ * (w ⬝ᵥ w) - w ⬝ᵥ N *ᵥ w + 1)) hC
      (div_mul_cancel₀ _ (by linarith)) ?_
    generalize w ⬝ᵥ w / (μ * (w ⬝ᵥ w) - w ⬝ᵥ N *ᵥ w + 1) = t
    have h1 := hb (v + t • w)
    simp only [Matrix.mulVec_add, Matrix.mulVec_smul, dotProduct_add, add_dotProduct,
      smul_dotProduct, dotProduct_smul, smul_eq_mul] at h1
    rw [hs, hNv, dotProduct_comm v w, h] at h1
    linarith
  rw [dotProduct_self_eq_zero.mp hzero] at hw
  exact (sub_eq_zero.mp hw.symm)
```

## Orientations of unit norm

The condition `‖q‖ = 1` makes x ↦ q x q̄ a proper rotation; reflections are excluded. Every proper rotation arises in this way, a standard fact not proved in the file, so the best unit quaternion gives the best rotation. The unit sphere is compact, so F has a maximum μ there. Since F(cq) = c²F(q), this gives v·Nv ≤ μ|v|² for all v, which is `quadratic_le`. Without the condition, x = y = (1,0,0) and real q = c give F = c², which is unbounded.

```lean
/-- The squared length of the component vector is the squared norm of the quaternion. -/
theorem coords_dot_self (q : ℍ[ℝ]) : coords q ⬝ᵥ coords q = ‖q‖ ^ 2 := by
  rw [sq, ← Quaternion.normSq_eq_norm_mul_self, Quaternion.normSq_def']
  simp [coords, dotProduct, Fin.sum_univ_four]
  ring

/-- A bound on the overlap over unit quaternions bounds the quadratic form of the alignment
matrix on every vector, in proportion to its squared length. -/
theorem quadratic_le {x y : ι → Fin 3 → ℝ} {μ : ℝ}
    (h : ∀ p : ℍ[ℝ], ‖p‖ = 1 → overlap x y p ≤ μ) (v : Fin 4 → ℝ) :
    v ⬝ᵥ alignMatrix x y *ᵥ v ≤ μ * (v ⬝ᵥ v) := by
  obtain ⟨q, rfl⟩ : ∃ q, coords q = v :=
    ⟨⟨v 0, v 1, v 2, v 3⟩, by ext i; fin_cases i <;> rfl⟩
  rw [← overlap_eq_quadratic, coords_dot_self]
  have hsmul : ∀ (c : ℝ) (p : ℍ[ℝ]), overlap x y (c • p) = c ^ 2 * overlap x y p := by
    intro c p
    have hc : coords (c • p) = c • coords p := by
      ext i
      fin_cases i <;> simp [coords]
    rw [overlap_eq_quadratic, overlap_eq_quadratic, hc, Matrix.mulVec_smul,
      dotProduct_smul, smul_dotProduct, smul_eq_mul, smul_eq_mul]
    ring
  by_cases hq : q = 0
  · simp [hq, overlap]
  · -- normalise `q` and use the bound on the unit sphere
    have hn : ‖q‖ ≠ 0 := norm_ne_zero_iff.mpr hq
    have hu : ‖‖q‖⁻¹ • q‖ = 1 := by
      rw [norm_smul, norm_inv, norm_norm, inv_mul_cancel₀ hn]
    have e : overlap x y q = ‖q‖ ^ 2 * overlap x y (‖q‖⁻¹ • q) := by
      rw [← hsmul, smul_smul, mul_inv_cancel₀ hn, one_smul]
    linarith [mul_le_mul_of_nonneg_left (h _ hu) (sq_nonneg ‖q‖)]
```

A maximiser saturates the bound, so it is an eigenvector. Conversely, a unit eigenvector for μ has overlap μ. If Nv = νv with v ≠ 0, then ν|v|² ≤ μ|v|², so ν ≤ μ. The two `IsGreatest` statements say that the same μ is the largest eigenvalue and the attained maximum.

```lean
/-- Optimal fragment alignment: the maximal overlap over unit quaternions is the largest
eigenvalue of the alignment matrix, and a unit quaternion attains it exactly when its
component vector is an eigenvector for that eigenvalue. -/
theorem optimal_alignment (x y : ι → Fin 3 → ℝ) :
    ∃ μ : ℝ, IsGreatest (eigenvalues (alignMatrix x y)) μ ∧
      IsGreatest (overlap x y '' {q | ‖q‖ = 1}) μ ∧
      ∀ q : ℍ[ℝ], ‖q‖ = 1 →
        (overlap x y q = μ ↔ alignMatrix x y *ᵥ coords q = μ • coords q) := by
  have hcont : Continuous (overlap x y) := by
    unfold overlap
    fun_prop
  -- a best orientation exists because the unit sphere is compact
  obtain ⟨q₀, hq₀, hmax⟩ := (isCompact_sphere (0 : ℍ[ℝ]) 1).exists_isMaxOn
    ⟨1, by simp⟩ hcont.continuousOn
  have hq₁ : ‖q₀‖ = 1 := by simpa using hq₀
  have hle : ∀ p : ℍ[ℝ], ‖p‖ = 1 → overlap x y p ≤ overlap x y q₀ :=
    fun p hp => isMaxOn_iff.mp hmax p (by simpa using hp)
  have key : ∀ q : ℍ[ℝ], ‖q‖ = 1 → (overlap x y q = overlap x y q₀ ↔
      alignMatrix x y *ᵥ coords q = overlap x y q₀ • coords q) := by
    intro q hq
    constructor
    · intro h
      refine eigen_of_saturated (alignMatrix_symm_traceless x y).1 (quadratic_le hle) ?_
      rw [← overlap_eq_quadratic, coords_dot_self, hq, h]
      ring
    · intro h
      rw [overlap_eq_quadratic x y q, h, dotProduct_smul, coords_dot_self, hq, smul_eq_mul]
      ring
  refine ⟨overlap x y q₀, ⟨⟨coords q₀, ?_, (key q₀ hq₁).1 rfl⟩, ?_⟩,
    ⟨⟨q₀, hq₁, rfl⟩, ?_⟩, key⟩
  · intro h0
    have h1 := coords_dot_self q₀
    rw [h0, hq₁] at h1
    simp at h1
  · -- every other eigenvalue obeys the same bound
    rintro ν ⟨v, hv, hev⟩
    have h1 := quadratic_le hle v
    rw [hev, dotProduct_smul, smul_eq_mul] at h1
    have hnn : 0 ≤ v ⬝ᵥ v := Finset.sum_nonneg fun i _ => mul_self_nonneg (v i)
    have hpos : 0 < v ⬝ᵥ v :=
      lt_of_le_of_ne hnn fun h => hv (dotProduct_self_eq_zero.mp h.symm)
    exact le_of_mul_le_mul_right h1 hpos
  · rintro _ ⟨p, hp, rfl⟩
    exact hle p hp
```

## The eigenvalue must be the largest

The last two theorems take μ with the hypothesis `hμ` that it is the greatest eigenvalue; uniqueness identifies it with the maximal overlap. For unit q, |q x q̄| = |x|, hence

|y − q x q̄|² = |y|² + |x|² − 2⟨y, q x q̄⟩,

and maximal overlap means minimal misfit.

Take one pair, x = (1,0,0) and y = (0,1,0). The nonzero entries of N are N₀₃ = N₃₀ = N₁₂ = N₂₁ = 1, so its eigenvalues are 1, 1, −1, −1. The eigenvector (1,0,0,1)/√2 for μ = 1 is a quarter turn about the third axis, which carries x to y, and the misfit is 1 + 1 − 2 = 0. Using the eigenvalue −1 instead would give 4, the largest misfit.

```lean
/-- The least sum of squared distances over unit quaternions is the sum of all squared lengths
minus twice the largest eigenvalue of the alignment matrix. -/
theorem least_misfit (x y : ι → Fin 3 → ℝ) {μ : ℝ}
    (hμ : IsGreatest (eigenvalues (alignMatrix x y)) μ) :
    IsLeast (misfit x y '' {q | ‖q‖ = 1})
      (∑ k, (‖imag (x k)‖ ^ 2 + ‖imag (y k)‖ ^ 2) - 2 * μ) := by
  have hmis : ∀ q : ℍ[ℝ], ‖q‖ = 1 → misfit x y q =
      ∑ k, (‖imag (x k)‖ ^ 2 + ‖imag (y k)‖ ^ 2) - 2 * overlap x y q := by
    intro q hq
    have hs : ‖star q‖ = 1 := by simp [hq]
    rw [misfit, overlap, Finset.mul_sum, ← Finset.sum_sub_distrib]
    refine Finset.sum_congr rfl fun k _ => ?_
    rw [norm_sub_sq_real, norm_mul, norm_mul, hs, hq]
    ring
  obtain ⟨μ', h1, ⟨⟨q, hq, hqμ⟩, h2⟩, -⟩ := optimal_alignment x y
  obtain rfl := hμ.unique h1
  refine ⟨⟨q, hq, by rw [hmis q hq, hqμ]⟩, ?_⟩
  rintro _ ⟨p, hp, rfl⟩
  rw [hmis p hp]
  linarith [h2 ⟨p, hp, rfl⟩]
```

For the sign of μ, the bound on each basis vector gives N_ii ≤ μ. Summing the four gives 0 = tr N ≤ 4μ.

```lean
/-- The largest eigenvalue of the alignment matrix is never negative. -/
theorem largest_eigenvalue_nonneg (x y : ι → Fin 3 → ℝ) {μ : ℝ}
    (hμ : IsGreatest (eigenvalues (alignMatrix x y)) μ) : 0 ≤ μ := by
  obtain ⟨μ', h1, h2, -⟩ := optimal_alignment x y
  obtain rfl := hμ.unique h1
  -- each diagonal entry is at most `μ`, and the diagonal sums to zero
  have hd : ∀ i, alignMatrix x y i i ≤ μ := by
    intro i
    have h3 := quadratic_le (fun p hp => h2.2 ⟨p, hp, rfl⟩) (Pi.single i 1)
    simpa using h3
  have ht := (alignMatrix_symm_traceless x y).2
  simp only [Matrix.trace, Matrix.diag_apply, Fin.sum_univ_four] at ht
  linarith [hd 0, hd 1, hd 2, hd 3]

end

end QuaternionAlignment
```

```lean
#print axioms QuaternionAlignment.least_misfit
#print axioms QuaternionAlignment.largest_eigenvalue_nonneg
```

```
'QuaternionAlignment.least_misfit' depends on axioms: [propext, Classical.choice, Quot.sound]
'QuaternionAlignment.largest_eigenvalue_nonneg' depends on axioms: [propext, Classical.choice, Quot.sound]
```
